# A level shift of rank below the number of negative eigenvalues cannot make a Hermitian matrix positive semidefinite

## Can a strong shift in two directions lift three negative denominators?

Before I apply a level shift to selected directions in a multireference perturbation calculation, I count the negative eigenvalues of $H_0-E_0$ in the first-order space, to decide how many directions to shift. Suppose I find three, but want to disturb the calculation as little as possible and shift only two directions. These need not be eigenvectors: each can overlap with all three intruders. If I make the shift large enough, can it push all three eigenvalues up to zero or above?

## One state escapes the shift at every strength

No. Two directions always leave a state that the shift doesn't touch and whose expectation value of $H_0-E_0$ is negative. Increasing the shift doesn't help, because the same state works for every strength.

Let $A$ be the $n\times n$ Hermitian matrix of $H_0-E_0$ in an orthonormal basis, with eigenvalues $\lambda_i$ and orthonormal eigenvectors as the columns of $U$. The shifted matrix is $A+\eta P$, where $\eta$ is a real energy and $P$ is the orthogonal projector on the span of the shifted directions. Let $k$ be the number of eigenvalues below a threshold $\mu$, counted with multiplicity, and suppose $\operatorname{rank}P<k$.

Write a state as $x=Uc$ and impose two sets of linear conditions on $c$:

$$PUc=0,\qquad c_i=0\ \text{ whenever } \lambda_i\ge\mu .$$

The first amounts to $\operatorname{rank}P$ independent equations at most, the second to $n-k$. Together they are fewer than the $n$ unknowns, so a nonzero solution $c$ exists. Since $U^\dagger U=1$ and $AU=U\,\mathrm{diag}(\lambda_i)$,

$$x^\dagger A x=\sum_i\lambda_i|c_i|^2<\mu\sum_i|c_i|^2=\mu\,x^\dagger x .$$

The inequality is strict because only eigenvalues below $\mu$ carry weight, and at least one of them does. Since $Px=0$,

$$x^\dagger(A+\eta P)x=x^\dagger Ax<\mu\,x^\dagger x\quad\text{for every real }\eta .$$

At $\mu=0$ the left side is negative, so $A+\eta P$ is not positive semidefinite. Since it is Hermitian, it has a negative eigenvalue.

The smallest case with a nonzero shift shows the mechanism. Take $A=\mathrm{diag}(-1,-2)$ and let $P$ project on $(\cos\theta,\sin\theta)$. The perpendicular unit vector $(-\sin\theta,\cos\theta)$ has expectation value $-\sin^2\theta-2\cos^2\theta\le-1$, whatever $\eta$ is.

Three directions do suffice for your three intruders, if they are well chosen. Let $D$ be diagonal with $D_{ii}=1$ for $\lambda_i<0$ and $0$ otherwise, and put $P_-=UDU^\dagger$. This is Hermitian, and $P_-^2=UD^2U^\dagger=P_-$. Its rank is the number of negative eigenvalues, and

$$A+\eta P_-=U\big(\mathrm{diag}(\lambda_i)+\eta D\big)U^\dagger .$$

The negative eigenvalues become $\lambda_i+\eta$ and the others stay put, so any $\eta$ with $\eta\ge-\lambda_i$ for all $i$ gives a positive semidefinite matrix. The choice of directions matters: for $A=\mathrm{diag}(-1,1)$, a shift along the second axis has sufficient rank and achieves nothing.

### What the Lean theorems say

The finite type `n` labels the basis, and `hA : A.IsHermitian` is the only assumption on `A`. The count $k$ is `intruderCount hA μ`, $U$ is `modes hA`, and $P_-$ is `intruderProjector hA`. "Intruder" here means an eigenvalue below the threshold, whereas in perturbation theory the word usually refers to a denominator close to zero.

- `exists_state_below_for_all_shifts` provides one vector `x` for all `η`. It is not normalised, which is why $x^\dagger x$ appears on the right; after normalisation the real part of the expectation value is below $\mu$. For Hermitian `P` the expectation value is itself real.
- `not_posSemidef_of_rank_lt` is the answer to your question. It holds for any matrix `P` of too low a rank, projector or not. Only for Hermitian `P`, however, does the failure of positive semidefiniteness guarantee a negative eigenvalue.
- `curable_iff` says that some orthogonal projector of rank at most `r`, with some real `η`, makes `A` positive semidefinite exactly when `A` has at most `r` negative eigenvalues.

Positive semidefiniteness still permits zero eigenvalues, so a matrix cured in this sense can have vanishing denominators. The step left to you is the identification of `A` with $H_0-E_0$ in an orthonormal basis; overlapping internally contracted functions are orthonormalised first. With that done, the result gives a lower bound on the number of directions that a selective real shift must include to remove every negative eigenvalue in a finite first-order space.

```lean
import Mathlib

open Matrix
open scoped ComplexOrder

namespace IntruderLevelShift

noncomputable section

variable {n : Type*} [Fintype n] [DecidableEq n] {A : Matrix n n ℂ}

/-- The number of eigenvalues of the Hermitian matrix `A` below the threshold `μ`,
counted with multiplicity. -/
def intruderCount (hA : A.IsHermitian) (μ : ℝ) : ℕ :=
  Fintype.card {i // hA.eigenvalues i < μ}

/-- The unitary matrix whose columns are orthonormal eigenvectors of `A`. -/
def modes (hA : A.IsHermitian) : Matrix n n ℂ :=
  (hA.eigenvectorUnitary : Matrix n n ℂ)

/-- An orthogonal projector: a Hermitian idempotent matrix. -/
def IsOrthProjector (P : Matrix n n ℂ) : Prop :=
  P.IsHermitian ∧ P * P = P

/-- The orthogonal projector on the span of the eigenvectors of `A` with negative eigenvalue. -/
def intruderProjector (hA : A.IsHermitian) : Matrix n n ℂ :=
  modes hA * diagonal (fun i => if hA.eigenvalues i < 0 then (1 : ℂ) else 0) * (modes hA)ᴴ

/-- The columns of `modes hA`, the chosen eigenvectors of `A`, are orthonormal. -/
theorem modes_orthonormal (hA : A.IsHermitian) : (modes hA)ᴴ * modes hA = 1 :=
  Matrix.mem_unitaryGroup_iff'.1 hA.eigenvectorUnitary.2

/-- The eigenvalue equation of the Hermitian matrix `A`, written for all columns of `modes hA` at
once. -/
theorem mul_modes (hA : A.IsHermitian) :
    A * modes hA = modes hA * diagonal (fun i => (hA.eigenvalues i : ℂ)) := by
  ext i j
  have h := congrFun (hA.mulVec_eigenvectorBasis j) i
  rw [Matrix.mul_diagonal]
  change (A *ᵥ fun k => modes hA k j) i = _
  exact h.trans (by simp [modes, Matrix.IsHermitian.eigenvectorUnitary_apply, mul_comm])

/-- If `P` has rank below the number of eigenvalues of the Hermitian matrix `A` under `μ`, some
vector `x` is annihilated by `P` and has `x† A x` below `μ` times its squared norm. -/
theorem exists_unshifted_state (hA : A.IsHermitian) (μ : ℝ) (P : Matrix n n ℂ)
    (hP : P.rank < intruderCount hA μ) :
    ∃ x : n → ℂ, P *ᵥ x = 0 ∧ (star x ⬝ᵥ (A *ᵥ x)).re < μ * (star x ⬝ᵥ x).re := by
  -- conditions on the coefficients: `P` kills the state, and no high eigenvector contributes
  let T : (n → ℂ) →ₗ[ℂ]
      (LinearMap.range P.mulVecLin × ({i // ¬ hA.eigenvalues i < μ} → ℂ)) :=
    LinearMap.prod (P.mulVecLin.rangeRestrict ∘ₗ (modes hA).mulVecLin)
      (LinearMap.funLeft ℂ ℂ Subtype.val)
  have hdim : Module.finrank ℂ
      (LinearMap.range P.mulVecLin × ({i // ¬ hA.eigenvalues i < μ} → ℂ))
      < Module.finrank ℂ (n → ℂ) := by
    rw [Module.finrank_prod, Module.finrank_fintype_fun_eq_card,
      Module.finrank_fintype_fun_eq_card, Fintype.card_subtype_compl]
    have h1 := Fintype.card_subtype_le (fun i => hA.eigenvalues i < μ)
    unfold intruderCount at hP
    unfold Matrix.rank at hP
    omega
  obtain ⟨c, hc, hc0⟩ := (Submodule.ne_bot_iff _).1 (LinearMap.ker_ne_bot_of_finrank_lt
    (f := T) hdim)
  have hT : T c = 0 := hc
  have hPc : P *ᵥ (modes hA *ᵥ c) = 0 := congrArg (fun z => (z.1 : n → ℂ)) hT
  have hhigh : ∀ i, ¬ hA.eigenvalues i < μ → c i = 0 := fun i hi =>
    congrFun (congrArg Prod.snd hT) ⟨i, hi⟩
  -- passing to the eigenvector basis preserves inner products
  have hiso : ∀ y : n → ℂ, star (modes hA *ᵥ c) ⬝ᵥ (modes hA *ᵥ y) = star c ⬝ᵥ y := by
    intro y
    rw [Matrix.star_mulVec, ← Matrix.dotProduct_mulVec, Matrix.mulVec_mulVec,
      modes_orthonormal, Matrix.one_mulVec]
  refine ⟨modes hA *ᵥ c, hPc, ?_⟩
  have hE : (star c ⬝ᵥ (diagonal (fun i => (hA.eigenvalues i : ℂ)) *ᵥ c)).re
      = ∑ i, hA.eigenvalues i * Complex.normSq (c i) := by
    simp only [dotProduct, Matrix.mulVec_diagonal, Pi.star_apply, Complex.re_sum]
    refine Finset.sum_congr rfl fun i _ => ?_
    simp [Complex.normSq_apply]
    ring
  have hN : (star c ⬝ᵥ c).re = ∑ i, Complex.normSq (c i) := by
    simp only [dotProduct, Pi.star_apply, Complex.re_sum]
    refine Finset.sum_congr rfl fun i _ => ?_
    simp [Complex.normSq_apply]
  rw [Matrix.mulVec_mulVec, mul_modes, ← Matrix.mulVec_mulVec, hiso, hiso, hE, hN,
    Finset.mul_sum]
  -- only eigenvalues below `μ` carry weight, and at least one of them does
  obtain ⟨j, hj⟩ := Function.ne_iff.1 hc0
  have hj' : c j ≠ 0 := hj
  refine Finset.sum_lt_sum (fun i _ => ?_) ⟨j, Finset.mem_univ j, ?_⟩
  · by_cases hi : hA.eigenvalues i < μ
    · exact mul_le_mul_of_nonneg_right hi.le (Complex.normSq_nonneg _)
    · simp [hhigh i hi]
  · have hlow : hA.eigenvalues j < μ := by
      by_contra h
      exact hj' (hhigh j h)
    exact mul_lt_mul_of_pos_right hlow (Complex.normSq_pos.2 hj')

/-- If `P` has rank below the number of eigenvalues of the Hermitian matrix `A` under `μ`, one and
the same vector `x` keeps the real part of `x† (A + η P) x` below `μ` times its squared norm for
every real shift `η`. -/
theorem exists_state_below_for_all_shifts (hA : A.IsHermitian) (μ : ℝ) (P : Matrix n n ℂ)
    (hP : P.rank < intruderCount hA μ) :
    ∃ x : n → ℂ, ∀ η : ℝ,
      (star x ⬝ᵥ ((A + (η : ℂ) • P) *ᵥ x)).re < μ * (star x ⬝ᵥ x).re := by
  obtain ⟨x, hx, hlt⟩ := exists_unshifted_state hA μ P hP
  refine ⟨x, fun η => ?_⟩
  rw [Matrix.add_mulVec, Matrix.smul_mulVec, hx, smul_zero, add_zero]
  exact hlt

/-- Shifting too few directions cannot cure intruders: if the rank of `P` is below the number of
negative eigenvalues of the Hermitian matrix `A`, then `A + η P` is not positive semidefinite for
any real `η`. -/
theorem not_posSemidef_of_rank_lt (hA : A.IsHermitian) (P : Matrix n n ℂ)
    (hP : P.rank < intruderCount hA 0) (η : ℝ) : ¬ (A + (η : ℂ) • P).PosSemidef := by
  intro h
  obtain ⟨x, hx⟩ := exists_state_below_for_all_shifts hA 0 P hP
  have h1 := (Complex.le_def.1 (h.dotProduct_mulVec_nonneg x)).1
  have h2 := hx η
  rw [zero_mul] at h2
  exact absurd h2 (not_lt_of_ge h1)

/-- The matrix `intruderProjector` is Hermitian and idempotent. -/
theorem intruderProjector_isOrthProjector (hA : A.IsHermitian) :
    IsOrthProjector (intruderProjector hA) := by
  constructor
  · have hD : (diagonal (fun i => if hA.eigenvalues i < 0 then (1 : ℂ) else 0))ᴴ
        = diagonal (fun i => if hA.eigenvalues i < 0 then (1 : ℂ) else 0) := by
      rw [Matrix.diagonal_conjTranspose]
      congr 1
      funext i
      by_cases h : hA.eigenvalues i < 0 <;> simp [h]
    unfold Matrix.IsHermitian intruderProjector
    rw [Matrix.conjTranspose_mul, Matrix.conjTranspose_mul, Matrix.conjTranspose_conjTranspose,
      hD, Matrix.mul_assoc]
  · have hD : diagonal (fun i => if hA.eigenvalues i < 0 then (1 : ℂ) else 0)
        * diagonal (fun i => if hA.eigenvalues i < 0 then (1 : ℂ) else 0)
        = diagonal (fun i => if hA.eigenvalues i < 0 then (1 : ℂ) else 0) := by
      rw [Matrix.diagonal_mul_diagonal]
      congr 1
      funext i
      by_cases h : hA.eigenvalues i < 0 <;> simp [h]
    unfold intruderProjector
    generalize diagonal (fun i => if hA.eigenvalues i < 0 then (1 : ℂ) else 0) = D at hD ⊢
    calc modes hA * D * (modes hA)ᴴ * (modes hA * D * (modes hA)ᴴ)
        = modes hA * D * ((modes hA)ᴴ * modes hA) * D * (modes hA)ᴴ := by
          simp only [Matrix.mul_assoc]
      _ = modes hA * (D * D) * (modes hA)ᴴ := by
          rw [modes_orthonormal, Matrix.mul_one, Matrix.mul_assoc (modes hA) D D]
      _ = modes hA * D * (modes hA)ᴴ := by rw [hD]

/-- Shifting all eigenvectors with negative eigenvalue of the Hermitian matrix `A` by a real `η`
that is at least `-λ` for every eigenvalue `λ` of `A` gives a positive semidefinite matrix. -/
theorem posSemidef_shift_intruders (hA : A.IsHermitian) (η : ℝ)
    (hη : ∀ i, -hA.eigenvalues i ≤ η) :
    (A + (η : ℂ) • intruderProjector hA).PosSemidef := by
  have hspec : A = modes hA * diagonal (fun i => (hA.eigenvalues i : ℂ)) * (modes hA)ᴴ := by
    rw [← mul_modes, Matrix.mul_assoc, mul_eq_one_comm.1 (modes_orthonormal hA), Matrix.mul_one]
  -- the shifted matrix is diagonal in the same eigenvectors
  have hsum : diagonal (fun i => ((hA.eigenvalues i
        + if hA.eigenvalues i < 0 then η else 0 : ℝ) : ℂ))
      = diagonal (fun i => (hA.eigenvalues i : ℂ))
        + (η : ℂ) • diagonal (fun i => if hA.eigenvalues i < 0 then (1 : ℂ) else 0) := by
    rw [← Matrix.diagonal_smul, Matrix.diagonal_add]
    congr 1
    funext i
    by_cases h : hA.eigenvalues i < 0 <;> simp [h]
  have htot : A + (η : ℂ) • intruderProjector hA
      = modes hA * diagonal (fun i => ((hA.eigenvalues i
        + if hA.eigenvalues i < 0 then η else 0 : ℝ) : ℂ)) * (modes hA)ᴴ := by
    rw [hsum, Matrix.mul_add, Matrix.add_mul, ← hspec, Matrix.mul_smul, Matrix.smul_mul]
    rfl
  rw [htot]
  refine Matrix.PosSemidef.mul_mul_conjTranspose_same
    (Matrix.posSemidef_diagonal_iff.2 fun i => ?_) _
  refine Complex.zero_le_real.2 ?_
  have h1 := hη i
  split_ifs with h <;> linarith

/-- Some orthogonal projector of rank at most `r` makes the Hermitian matrix `A` positive
semidefinite by a real level shift if and only if `A` has at most `r` negative eigenvalues. -/
theorem curable_iff (hA : A.IsHermitian) (r : ℕ) :
    (∃ P : Matrix n n ℂ, IsOrthProjector P ∧ P.rank ≤ r ∧
      ∃ η : ℝ, (A + (η : ℂ) • P).PosSemidef) ↔ intruderCount hA 0 ≤ r := by
  constructor
  · rintro ⟨P, -, hr, η, h⟩
    by_contra hlt
    exact not_posSemidef_of_rank_lt hA P (by omega) η h
  · intro hr
    refine ⟨intruderProjector hA, intruderProjector_isOrthProjector hA, le_trans ?_ hr,
      ∑ i, |hA.eigenvalues i|, posSemidef_shift_intruders hA _ fun i => ?_⟩
    · -- the rank is at most the number of ones on the diagonal
      unfold intruderProjector
      refine (Matrix.rank_mul_le_left _ _).trans ((Matrix.rank_mul_le_right _ _).trans ?_)
      rw [Matrix.rank_diagonal]
      unfold intruderCount
      refine le_of_eq (Fintype.card_congr (Equiv.subtypeEquivRight fun i => ?_))
      by_cases h : hA.eigenvalues i < 0 <;> simp [h]
    · exact (neg_le_abs _).trans (Finset.single_le_sum
        (f := fun i => |hA.eigenvalues i|) (fun j _ => abs_nonneg _) (Finset.mem_univ i))

end

end IntruderLevelShift
```

```lean
#print axioms IntruderLevelShift.not_posSemidef_of_rank_lt
-- 'IntruderLevelShift.not_posSemidef_of_rank_lt' depends on axioms: [propext, Classical.choice, Quot.sound]
#print axioms IntruderLevelShift.curable_iff
-- 'IntruderLevelShift.curable_iff' depends on axioms: [propext, Classical.choice, Quot.sound]
```

### How the code finds the state

`modes_orthonormal` and `mul_modes` are the two matrix identities $U^\dagger U=1$ and $AU=U\,\mathrm{diag}(\lambda_i)$.

The main work is in `exists_unshifted_state`. Its linear map `T` sends $c$ to the pair consisting of $PUc$ and the components $c_i$ with $\lambda_i\ge\mu$. Taking the range of $P$ as the first target space makes the target dimension $\operatorname{rank}P+(n-k)$, and `hdim` shows that this is less than $n$. `LinearMap.ker_ne_bot_of_finrank_lt` then yields the nonzero $c$. The fact `hiso` carries inner products over to the eigenvector basis, `hE` and `hN` write the energy and the squared norm as sums over $|c_i|^2$, and `Finset.sum_lt_sum` compares them term by term, with a strict inequality at an index `j` where $c_j\neq0$.

The next theorem removes $\eta P$ using $Px=0$, and `not_posSemidef_of_rank_lt` sets $\mu=0$ to contradict the nonnegative expectation value that positive semidefiniteness requires.

For the converse, `intruderProjector_isOrthProjector` checks that $P_-$ is Hermitian and idempotent, and `posSemidef_shift_intruders` diagonalises the shifted matrix. `curable_iff` combines these with a bound on the rank of $P_-$ and takes $\eta=\sum_i|\lambda_i|$, which is large enough for every eigenvalue.

The same dimension count gives a little more when $P$ is Hermitian. The solutions $c$ form a space of dimension at least $k-\operatorname{rank}P$, so by the min-max principle $A+\eta P$ keeps at least that many eigenvalues below $\mu$. This sharper count is a pen-and-paper extension of the Lean theorems. For your three intruders and two shifted directions, it leaves at least one negative eigenvalue.
